# Filling the end-site orbital of a three-site chain turns the density-matrix product P₀₁P₁₂P₂₀ from 1/4 to −1/4

The theorem `three_site_chain` concerns two fixed, real, normalised orbitals on three sites, (1/2, √2/2, 1/2) and (√2/2, 0, −√2/2), each holding either no electrons or a pair; no Hamiltonian enters. With P the sum of 2vvᵀ over the filled orbitals v, it states that the product P₀₁P₁₂P₂₀ is 1/4 when only the first is filled and −1/4 when both are. It also states that the four-electron matrix equals 2(I − wwᵀ) with w = (1/2, −√2/2, 1/2), a full shell lacking the pair in w. The attempt proves the two values by writing out the matrix entries and calling `linear_combination` with a multiple of `h : √2 ^ 2 = 2`, and the matrix identity entry by entry with `simp` and `nlinarith`.

The failing Lean file:

```lean
import Mathlib

open Matrix

namespace ThreeSiteChain

noncomputable section

variable {n : Type*} [Fintype n] [DecidableEq n]

/-- The three-centre index `P_ab P_bc P_ca` of a density matrix `P`. -/
def threeCentre (P : Matrix n n ℝ) (a b c : n) : ℝ := P a b * P b c * P c a

/-- The matrix `2 v vᵀ`; for a normalised orbital `v` it is the density matrix of one electron pair
in `v`. -/
def pairDensity (v : n → ℝ) : Matrix n n ℝ := (2 : ℝ) • vecMulVec v v

/-- The matrix `2 (I - v vᵀ)`; for a normalised orbital `v` it is the density matrix of a full shell
from which the electron pair in `v` is removed. -/
def holeDensity (v : n → ℝ) : Matrix n n ℝ := (2 : ℝ) • (1 - vecMulVec v v)

/-- The three-site orbital with amplitudes `(1/2, √2/2, 1/2)`. -/
def inPhase : Fin 3 → ℝ := ![1 / 2, √2 / 2, 1 / 2]

/-- The three-site orbital with amplitudes `(√2/2, 0, -√2/2)`. -/
def endOnly : Fin 3 → ℝ := ![√2 / 2, 0, -(√2 / 2)]

/-- On three sites, two electrons in the in-phase orbital give the index `1/4`; two more in the
orbital on the end sites change it to `-1/4`. The four-electron density is the hole density of the
orbital `(1/2, -√2/2, 1/2)`. -/
theorem three_site_chain :
    threeCentre (pairDensity inPhase) 0 1 2 = 1 / 4 ∧
    threeCentre (pairDensity inPhase + pairDensity endOnly) 0 1 2 = -(1 / 4) ∧
    pairDensity inPhase + pairDensity endOnly = holeDensity ![1 / 2, -(√2 / 2), 1 / 2] := by
  have h : √2 ^ 2 = (2 : ℝ) := Real.sq_sqrt (by norm_num)
  have p0 : inPhase 0 = 1 / 2 := rfl
  have p1 : inPhase 1 = √2 / 2 := rfl
  have p2 : inPhase 2 = 1 / 2 := rfl
  have e0 : endOnly 0 = √2 / 2 := rfl
  have e1 : endOnly 1 = 0 := rfl
  have e2 : endOnly 2 = -(√2 / 2) := rfl
  refine ⟨?_, ?_, ?_⟩
  · simp only [threeCentre, pairDensity, Matrix.smul_apply, vecMulVec_apply, smul_eq_mul,
      p0, p1, p2]
    linear_combination (1 / 8 : ℝ) * h
  · simp only [threeCentre, pairDensity, Matrix.add_apply, Matrix.smul_apply, vecMulVec_apply,
      smul_eq_mul, p0, p1, p2, e0, e1, e2]
    linear_combination (-(1 / 4) * √2 ^ 2 - 1 / 4 + 1 / 8 : ℝ) * h
  · ext i j
    fin_cases i <;> fin_cases j <;>
      simp [pairDensity, holeDensity, inPhase, endOnly, vecMulVec_apply,
        -mul_eq_mul_left_iff, -mul_eq_mul_right_iff] <;>
      nlinarith [h]

end

end ThreeSiteChain
```

The error:

```
Main.lean:48:4: error: ring failed, ring expressions not equal
h : √2 ^ 2 = 2
p0 : inPhase 0 = 1 / 2
p1 : inPhase 1 = √2 / 2
p2 : inPhase 2 = 1 / 2
e0 : endOnly 0 = √2 / 2
e1 : endOnly 1 = 0
e2 : endOnly 2 = -(√2 / 2)
⊢ √2 ^ 2 * (-1 / 4) + √2 ^ 4 * (1 / 8) = 0
Main.lean:51:56: warning: This simp argument is unused:
  vecMulVec_apply

Hint: Omit it from the simp argument list.
  [apply] simp [pairDensity, holeDensity, inPhase, endOnly, -mul_eq_mul_left_iff, -mul_eq_mul_right_iff]

Note: This linter can be disabled with `set_option linter.unusedSimpArgs false`
```

After these edits no error is left:

```diff
@@ -46,8 +46,8 @@
   · simp only [threeCentre, pairDensity, Matrix.add_apply, Matrix.smul_apply, vecMulVec_apply,
       smul_eq_mul, p0, p1, p2, e0, e1, e2]
-    linear_combination (-(1 / 4) * √2 ^ 2 - 1 / 4 + 1 / 8 : ℝ) * h
+    linear_combination (-(√2 ^ 2 + 1) / 8 : ℝ) * h
   · ext i j
     fin_cases i <;> fin_cases j <;>
-      simp [pairDensity, holeDensity, inPhase, endOnly, vecMulVec_apply,
+      simp [pairDensity, holeDensity, inPhase, endOnly,
         -mul_eq_mul_left_iff, -mul_eq_mul_right_iff] <;>
       nlinarith [h]
```

The error is in the four-electron value. `linear_combination c * h` subtracts c·(√2² − 2) from the difference of the goal's two sides and asks `ring` to show that the result is zero. Here that difference is √2²/8 − √2⁴/8 + 1/4, which factors as −(√2² + 1)/8 · (√2² − 2), so the coefficient should be −(√2² + 1)/8. The attempt had −√2²/4 − 1/8, with the √2² term twice too large. What remained, √2⁴/8 − √2²/4, is indeed zero once √2² = 2, but the closing `ring` step does not use `h`, so it fails. The diff puts in the right coefficient, and the two sides then agree as polynomials in √2.

The warning says that `simp` never used `vecMulVec_apply` in the proof of the matrix identity. Removing it is mere tidying.
